# Linear mixing never converges for an unsmeared level that rises linearly through the Fermi energy as it fills

Let x be the occupation of one localized level, such as a single 4f spin-orbital in a lanthanide compound. The energy of the level depends on x, and whether the level is filled depends on that energy, so one looks for a self-consistent x, an input that the filling rule returns unchanged. The problems below ask what linear mixing does when the occupation is not smeared.

All energies are measured from the Fermi energy, which is held fixed at zero. The level energy is

e + U x,

where e is the energy of the empty level (not the elementary charge) and U is the rate at which the energy rises with occupation. U stands for the part of the Coulomb repulsion from the level's own charge that common approximate functionals, such as the local density approximation, leave uncancelled.

```lean
import Mathlib

open Filter Topology

namespace SharpLevelSCF

noncomputable section

/-- Energy of the localized level, relative to the Fermi energy, at occupation `x`:
the bare energy `e` plus the repulsion `U * x`. -/
def levelEnergy (e U x : ℝ) : ℝ := e + U * x
```

The output occupation is f(x) = 1 if e + U x < 0, and f(x) = 0 otherwise. A level exactly at the Fermi energy therefore counts as empty. In Lean, `occupation` is this output, while x is the input.

```lean
/-- Unsmeared occupation: one if the level lies below the Fermi energy, zero otherwise. -/
def occupation (e U x : ℝ) : ℝ := if levelEnergy e U x < 0 then 1 else 0
```

One update of linear mixing, with mixing parameter a (often written α or β), is

M(x) = x + a (f(x) − x) = (1 − a) x + a f(x).

```lean
/-- One update with linear mixing: a fraction `a` of the residual is added to the input. -/
def mix (e U a x : ℝ) : ℝ := x + a * (occupation e U x - x)
```

The iterates are x(0) = x and x(n+1) = M(x(n)). Lean writes x(n) as `scf e U a x n`. The start may be any real number unless a problem restricts it, although only values from 0 to 1 are physical occupations.

```lean
/-- The sequence of input occupations generated by linear mixing from the start `x`. -/
def scf (e U a x : ℝ) : ℕ → ℝ
  | 0 => x
  | n + 1 => mix e U a (scf e U a x n)
```

Finally, c = −e/U is the input occupation that puts the level at the Fermi energy. Its Lean name `pinned` labels this number and does not say that the iteration settles there.

```lean
/-- The occupation at which the level sits exactly at the Fermi energy, for `U ≠ 0`. -/
def pinned (e U : ℝ) : ℝ := -e / U
```

The model replaces the self-consistency of a whole density by that of one number. The step from a real calculation, in which the density is mixed and the Fermi energy is recomputed in each cycle, to this single occupation is an assumption.

## (a) The range of c

Suppose that the empty level lies below the Fermi energy and the full level above it, −U < e < 0. Show that

0 < c < 1.

**Solution.** The two inequalities give −U < 0, so U > 0. Since −e > 0, the quotient c = −e/U is positive. Since −e < U, division by U gives c < 1.

The hypotheses `h1` and `h2` are the two halves of the condition on e. Lean also derives U > 0 first, then treats the two bounds separately.

```lean
/-- If the bare level is below the Fermi energy and the fully occupied one above it,
the pinned occupation is strictly fractional. -/
theorem pinned_fractional {e U : ℝ} (h1 : -U < e) (h2 : e < 0) :
    0 < pinned e U ∧ pinned e U < 1 := by
  have hU : 0 < U := by linarith
  refine ⟨div_pos (by linarith) hU, ?_⟩
  rw [pinned, div_lt_one hU]
  linarith
```

## (b) The filling rule in terms of c

For U > 0 and any real x, show that

f(x) = 1 if x < c, and f(x) = 0 if x ≥ c.

**Solution.** The condition e + U x < 0 is the same as U x < −e. Dividing by the positive number U turns it into x < −e/U = c.

The Lean proof establishes this equivalence as `h` and then goes through the two cases.

```lean
/-- For repulsive `U`, the level is filled exactly when the input occupation is below
the pinned one. -/
theorem occupation_eq {e U : ℝ} (hU : 0 < U) (x : ℝ) :
    occupation e U x = if x < pinned e U then 1 else 0 := by
  have h : levelEnergy e U x < 0 ↔ x < pinned e U := by
    rw [levelEnergy, pinned, lt_div_iff₀ hU]
    constructor <;> intro h <;> linarith
  by_cases hx : x < pinned e U
  · rw [occupation, if_pos (h.2 hx), if_pos hx]
  · rw [occupation, if_neg (fun h' => hx (h.1 h')), if_neg hx]
```

## (c) A smallest step

For U > 0 and a ≥ 0, show that every update satisfies

|M(x) − x| ≥ a min(c, 1 − c).

**Solution.** If x < c, the level is filled and M(x) − x = a (1 − x) ≥ a (1 − c). If x ≥ c, it is empty and x − M(x) = a x ≥ a c. Each bound is at least a min(c, 1 − c), and |M(x) − x| is at least as large as the difference taken with either sign.

Lean makes the same case split and uses (b) to evaluate f. The statement does not assume the condition of (a); the bound is positive only when a > 0 and 0 < c < 1.

```lean
/-- For repulsive `U` and nonnegative mixing `a`, an update changes the occupation by at
least `a` times the smaller of the pinned occupation and its complement to one. -/
theorem step_lower_bound {e U a : ℝ} (hU : 0 < U) (ha : 0 ≤ a) (x : ℝ) :
    a * min (pinned e U) (1 - pinned e U) ≤ |mix e U a x - x| := by
  rcases lt_or_ge x (pinned e U) with hx | hx
  · rw [mix, occupation_eq hU, if_pos hx]
    have h := mul_le_mul_of_nonneg_left
      ((min_le_right (pinned e U) (1 - pinned e U)).trans
        (by linarith : 1 - pinned e U ≤ 1 - x)) ha
    have h2 := le_abs_self (x + a * (1 - x) - x)
    linarith
  · rw [mix, occupation_eq hU, if_neg (not_lt_of_ge hx)]
    have h := mul_le_mul_of_nonneg_left
      ((min_le_left (pinned e U) (1 - pinned e U)).trans hx) ha
    have h2 := neg_le_abs (x + a * (0 - x) - x)
    linarith
```

## (d) A frozen output

Let 0 < a ≤ 1, and suppose that f(x(n)) = q for all n ≥ N. Show that

x(n) → q as n → ∞.

**Solution.** For n ≥ N the update reads x(n+1) − q = (1 − a)(x(n) − q). By induction on k,

x(N+k) = q + (1 − a)^k (x(N) − q).

Since 0 ≤ 1 − a < 1, the power tends to zero.

In Lean, `Tendsto (scf e U a x) atTop (𝓝 q)` is the statement of convergence. The closed formula is `key`, and the last line transfers the limit from the shifted sequence to the original one. No sign of U or e is assumed.

```lean
/-- If the output occupation is frozen at `q` from some step on, linear mixing with
`0 < a ≤ 1` converges to `q`. -/
theorem tendsto_of_frozen {e U a x q : ℝ} {N : ℕ} (ha : 0 < a) (ha1 : a ≤ 1)
    (h : ∀ n, N ≤ n → occupation e U (scf e U a x n) = q) :
    Tendsto (scf e U a x) atTop (𝓝 q) := by
  -- the error shrinks by the factor `1 - a` in each step
  have key : ∀ k, scf e U a x (k + N) = q + (1 - a) ^ k * (scf e U a x N - q) := by
    intro k
    induction k with
    | zero => simp
    | succ k ih =>
      have hs : scf e U a x (k + 1 + N) = mix e U a (scf e U a x (k + N)) := by
        rw [Nat.add_right_comm]
        rfl
      rw [hs, mix, h (k + N) (Nat.le_add_left N k), ih]
      ring
  have hp := (tendsto_pow_atTop_nhds_zero_of_lt_one (sub_nonneg.2 ha1)
    (by linarith : 1 - a < 1)).mul_const (scf e U a x N - q)
  have hq := hp.const_add q
  rw [zero_mul, add_zero] at hq
  exact (tendsto_add_atTop_iff_nat N).1 (hq.congr fun k => (key k).symm)
```

## (e) Endless switching

Let −U < e < 0 and 0 < a ≤ 1. Show that for every start and every N there are n, m ≥ N with

x(n) < c and f(x(n)) = 1, and x(m) ≥ c and f(x(m)) = 0.

**Solution.** Suppose there were no such n. By (b), x(n) ≥ c and f(x(n)) = 0 for all n ≥ N, so x(n) → 0 by (d). A limit of numbers that are at least c is at least c, which contradicts c > 0. Suppose there were no such m. Then x(n) < c and f(x(n)) = 1 for all n ≥ N, so x(n) → 1, while the limit can be at most c < 1.

Each half of the Lean proof begins with `by_contra`. The lemmas `ge_of_tendsto` and `le_of_tendsto` carry the inequality over to the limit.

```lean
/-- For `-U < e < 0` and `0 < a ≤ 1`, the level is found filled and found empty again and
again, however late one looks. -/
theorem switches_forever {e U a : ℝ} (h1 : -U < e) (h2 : e < 0) (ha : 0 < a)
    (ha1 : a ≤ 1) (x : ℝ) (N : ℕ) :
    (∃ n, N ≤ n ∧ scf e U a x n < pinned e U ∧ occupation e U (scf e U a x n) = 1) ∧
    (∃ n, N ≤ n ∧ pinned e U ≤ scf e U a x n ∧ occupation e U (scf e U a x n) = 0) := by
  have hU : 0 < U := by linarith
  obtain ⟨hc0, hc1⟩ := pinned_fractional h1 h2
  constructor
  · by_contra hcon
    have hge : ∀ n, N ≤ n → pinned e U ≤ scf e U a x n := by
      intro n hn
      by_contra hlt
      have hlt' := lt_of_not_ge hlt
      exact hcon ⟨n, hn, hlt', by rw [occupation_eq hU, if_pos hlt']⟩
    -- an always empty level would drain to zero
    have ht : Tendsto (scf e U a x) atTop (𝓝 0) := tendsto_of_frozen (N := N) ha ha1
      fun n hn => by rw [occupation_eq hU, if_neg (not_lt_of_ge (hge n hn))]
    have := ge_of_tendsto ht (eventually_atTop.2 ⟨N, hge⟩)
    linarith
  · by_contra hcon
    have hlt : ∀ n, N ≤ n → scf e U a x n < pinned e U := by
      intro n hn
      by_contra hge
      exact hcon ⟨n, hn, le_of_not_gt hge, by rw [occupation_eq hU, if_neg hge]⟩
    -- an always filled level would fill up to one
    have ht : Tendsto (scf e U a x) atTop (𝓝 1) := tendsto_of_frozen (N := N) ha ha1
      fun n hn => by rw [occupation_eq hU, if_pos (hlt n hn)]
    have := le_of_tendsto ht (eventually_atTop.2 ⟨N, fun n hn => (hlt n hn).le⟩)
    linarith
```

## (f) A band that traps the iterates

Under the same conditions, show that for every start there is an N such that for all n ≥ N

(1 − a) c ≤ x(n) ≤ (1 − a) c + a.

**Solution.** Consider one update from y.

- If y < c, then M(y) = (1 − a) y + a. This is at least y, because y < 1, and at most (1 − a) c + a.
- If y ≥ c, then M(y) = (1 − a) y. This is at most y, because y > 0, and at least (1 − a) c.

An iterate in the band therefore stays there: it moves up without passing the upper edge, or down without passing the lower one.

It remains to show that the band is reached. By (e) there is an m with x(m) < c, and then an N ≥ m with x(N) ≥ c. From step m on, every iterate is below c or in the band. Indeed, an update from below c that ends at or above c is above the lower edge, since c ≥ (1 − a) c, and it respects the upper edge by the first case. As x(N) is not below c, it is in the band, and so are all later iterates.

The band is the closed interval `Set.Icc` in Lean. The two cases are `up` and `down`, invariance is `stay`, and the alternative "below c or in the band" is `enter`.

```lean
/-- For `-U < e < 0` and `0 < a ≤ 1`, the iterates eventually stay in the closed band of width `a`
whose lower edge is `1 - a` times the pinned occupation. -/
theorem eventually_in_band {e U a : ℝ} (h1 : -U < e) (h2 : e < 0) (ha : 0 < a)
    (ha1 : a ≤ 1) (x : ℝ) :
    ∃ N, ∀ n, N ≤ n → scf e U a x n ∈
      Set.Icc ((1 - a) * pinned e U) ((1 - a) * pinned e U + a) := by
  have hU : 0 < U := by linarith
  obtain ⟨hc0, hc1⟩ := pinned_fractional h1 h2
  have hb : 0 ≤ 1 - a := by linarith
  -- a filled level moves up, but not beyond the upper edge
  have up : ∀ y, y < pinned e U → y ≤ mix e U a y ∧
      mix e U a y ≤ (1 - a) * pinned e U + a := by
    intro y hy
    rw [mix, occupation_eq hU, if_pos hy]
    constructor
    · nlinarith [mul_pos ha (by linarith : 0 < 1 - y)]
    · nlinarith [mul_le_mul_of_nonneg_left hy.le hb]
  -- an empty level moves down, but not beyond the lower edge
  have down : ∀ y, pinned e U ≤ y → mix e U a y ≤ y ∧
      (1 - a) * pinned e U ≤ mix e U a y := by
    intro y hy
    rw [mix, occupation_eq hU, if_neg (not_lt_of_ge hy)]
    constructor
    · nlinarith [mul_pos ha (by linarith : 0 < y)]
    · nlinarith [mul_le_mul_of_nonneg_left hy hb]
  have stay : ∀ y ∈ Set.Icc ((1 - a) * pinned e U) ((1 - a) * pinned e U + a),
      mix e U a y ∈ Set.Icc ((1 - a) * pinned e U) ((1 - a) * pinned e U + a) := by
    intro y hy
    rcases lt_or_ge y (pinned e U) with h | h
    · exact ⟨hy.1.trans (up y h).1, (up y h).2⟩
    · exact ⟨(down y h).2, (down y h).1.trans hy.2⟩
  obtain ⟨m, -, hm, -⟩ := (switches_forever h1 h2 ha ha1 x 0).1
  obtain ⟨N, hmN, hN, -⟩ := (switches_forever h1 h2 ha ha1 x m).2
  -- from step `m` on, an iterate is below the pinned occupation or in the band
  have enter : ∀ n, m ≤ n → scf e U a x n < pinned e U ∨ scf e U a x n ∈
      Set.Icc ((1 - a) * pinned e U) ((1 - a) * pinned e U + a) := by
    intro n hn
    induction n, hn using Nat.le_induction with
    | base => exact Or.inl hm
    | succ n hn ih =>
      change mix e U a (scf e U a x n) < _ ∨ mix e U a (scf e U a x n) ∈ _
      rcases ih with h | h
      · rcases lt_or_ge (mix e U a (scf e U a x n)) (pinned e U) with h' | h'
        · exact Or.inl h'
        · exact Or.inr ⟨by nlinarith [mul_pos ha hc0], (up _ h).2⟩
      · exact Or.inr (stay _ h)
  refine ⟨N, fun n hn => ?_⟩
  induction n, hn using Nat.le_induction with
  | base => exact (enter N hmN).resolve_left (not_lt_of_ge hN)
  | succ n hn ih => exact stay _ ih
```

## (g) No limit, but a bounded distance from c

Again let −U < e < 0 and 0 < a ≤ 1. Show that for every start the sequence x(n) has no limit, and that there is an N with

|x(n) − c| < a for all n ≥ N.

**Solution.** If x(n) → L, then |x(n+1) − x(n)| → 0. By (c) these steps are never smaller than a min(c, 1 − c), which is positive by (a), so no limit exists. For the distance, subtract c from the bounds in (f):

−a c ≤ x(n) − c ≤ a (1 − c).

Since 0 < c < 1, both ends lie strictly between −a and a.

In Lean the first claim is that no real `L` is a limit, and `hd` says that the step lengths would tend to zero. The number N may depend on the start and on the parameters. No periodic cycle is claimed.

In this one-level model with a fixed Fermi energy, a smaller mixing parameter gives a tighter bound on the late distance from c but does not end the oscillation. The actual width of the oscillation need not shrink with every reduction of a. Under this filling rule there is also no self-consistent occupation to converge to: f takes only the values 0 and 1, while f(0) = 1 and f(1) = 0. If a level exactly at the Fermi energy were instead allowed any occupation from 0 to 1, x = c would be self-consistent.

```lean
/-- For `-U < e < 0` and mixing `0 < a ≤ 1`, the iteration converges from no starting
value, but eventually stays within `a` of the pinned occupation `-e / U`. -/
theorem never_converges_but_stays_close {e U a : ℝ} (h1 : -U < e) (h2 : e < 0)
    (ha : 0 < a) (ha1 : a ≤ 1) (x : ℝ) :
    (¬ ∃ L, Tendsto (scf e U a x) atTop (𝓝 L)) ∧
    ∃ N, ∀ n, N ≤ n → |scf e U a x n - pinned e U| < a := by
  have hU : 0 < U := by linarith
  obtain ⟨hc0, hc1⟩ := pinned_fractional h1 h2
  have hc1' : 0 < 1 - pinned e U := by linarith
  constructor
  · rintro ⟨L, hL⟩
    -- convergence would force the steps to zero, against their lower bound
    have hd := (((tendsto_add_atTop_iff_nat 1).2 hL).sub hL).abs
    rw [sub_self, abs_zero] at hd
    have hle := ge_of_tendsto' hd fun n => step_lower_bound hU ha.le (scf e U a x n)
    exact absurd hle (not_le_of_gt (mul_pos ha (lt_min hc0 hc1')))
  · obtain ⟨N, hN⟩ := eventually_in_band h1 h2 ha ha1 x
    refine ⟨N, fun n hn => ?_⟩
    obtain ⟨hl, hu⟩ := hN n hn
    rw [abs_lt]
    constructor
    · nlinarith [mul_pos ha hc1']
    · nlinarith [mul_pos ha hc0]
```

## (h) Levels that stay on one side of the Fermi energy

Let U ≥ 0, 0 < a ≤ 1 and 0 ≤ x(0) ≤ 1. Show that

x(n) → 0 if e ≥ 0, and x(n) → 1 if e + U < 0.

**Solution.** M(x) = (1 − a) x + a f(x) is a weighted mean of x and f(x), so all iterates remain between 0 and 1. If e ≥ 0, then e + U x(n) ≥ 0 and the output is always 0. If e + U < 0, then e + U x(n) ≤ e + U < 0 and the output is always 1. In both cases (d) applies with N = 0.

The bounds on the iterates are `hmem` in Lean, proved by induction with a case split on the output. For U > 0, the boundary case e = −U falls under neither this statement nor (g).

```lean
/-- For `U ≥ 0`, `0 < a ≤ 1` and a start between zero and one, the iteration converges to
zero if `e ≥ 0`, and to one if `e + U < 0`. -/
theorem converges_outside_window {e U a x : ℝ} (hU : 0 ≤ U) (ha : 0 < a) (ha1 : a ≤ 1)
    (hx0 : 0 ≤ x) (hx1 : x ≤ 1) :
    (0 ≤ e → Tendsto (scf e U a x) atTop (𝓝 0)) ∧
    (e + U < 0 → Tendsto (scf e U a x) atTop (𝓝 1)) := by
  have hb : 0 ≤ 1 - a := by linarith
  -- mixing keeps the occupation between zero and one
  have hmem : ∀ n, 0 ≤ scf e U a x n ∧ scf e U a x n ≤ 1 := by
    intro n
    induction n with
    | zero => exact ⟨hx0, hx1⟩
    | succ n ih =>
      change 0 ≤ mix e U a (scf e U a x n) ∧ mix e U a (scf e U a x n) ≤ 1
      have hl := mul_nonneg hb ih.1
      have hu := mul_le_mul_of_nonneg_left ih.2 hb
      unfold mix occupation
      split_ifs <;> constructor <;> linarith
  constructor
  · intro he
    refine tendsto_of_frozen (N := 0) ha ha1 fun n _ => ?_
    have h := mul_nonneg hU (hmem n).1
    rw [occupation, if_neg]
    rw [levelEnergy]
    linarith
  · intro he
    refine tendsto_of_frozen (N := 0) ha ha1 fun n _ => ?_
    have h := mul_le_mul_of_nonneg_left (hmem n).2 hU
    rw [occupation, if_pos]
    rw [levelEnergy]
    linarith

end

end SharpLevelSCF
```

```lean
#print axioms SharpLevelSCF.never_converges_but_stays_close
#print axioms SharpLevelSCF.converges_outside_window
```

```
'SharpLevelSCF.never_converges_but_stays_close' depends on axioms: [propext, Classical.choice, Quot.sound]
'SharpLevelSCF.converges_outside_window' depends on axioms: [propext, Classical.choice, Quot.sound]
```
